# Keesom average over finite isotropic dipole families: the mean square coupling is the same in every direction

Let each of two unit dipoles $p$ and $q$ point along one of the three coordinate axes $e_0, e_1, e_2$, which gives nine pairs. For a separation along the unit vector $u$, their interaction energy in suitable units is $p\cdot q - 3(p\cdot u)(q\cdot u)$.

- For $u = e_2$, the three parallel pairs have energies $1, 1, -2$ and the six perpendicular pairs have energy $0$. The squares add up to $6$.
- For $u = (e_0+e_1+e_2)/\sqrt3$, the three parallel pairs have energy $0$ and the six perpendicular pairs have energy $-1$. The squares again add up to $6$.

Every single energy has changed, but the sum of squares has not. The three axes, equally weighted, have a second-moment tensor proportional to the identity, and the sum of squares sees the dipoles only through that tensor. The problems below work this out for general finite families and then use it for the thermal energy of a pair.

## Dipole families, coupling and thermal mean

Dipoles are vectors in $\mathbb R^3$, written `Fin 3 → ℝ` with components numbered 0, 1, 2. The finite index types `ι` and `κ` label the members of the two families.

```lean
import Mathlib

open Matrix

namespace KeesomAverage

noncomputable section

variable {ι κ : Type*} [Fintype ι] [Fintype κ]
```

A family $p_a$ with real weights $w_a$ is called isotropic when $\sum_a w_a\, p_{a,i}\, p_{a,j} = \delta_{ij}/3$. Physically, no axis is preferred as far as second moments can tell. The definition requires neither positive weights, nor total weight 1, nor unit dipoles.

```lean
/-- A weighted family of dipoles is isotropic to second order when its second-moment
tensor is one third of the identity. -/
def IsIsotropic (w : ι → ℝ) (p : ι → Fin 3 → ℝ) : Prop :=
  ∀ i j, ∑ a, w a * p a i * p a j = if i = j then 1 / 3 else 0
```

The coupling is $c_u(p,q) = p\cdot q - 3(p\cdot u)(q\cdot u)$, where `⬝ᵥ` is the scalar product. For two point dipoles in vacuum with magnitudes $\mu_1,\mu_2$, directions given by unit vectors $p,q$, and distance $r$, the energy is $k\,c_u(p,q)$ with $k=\mu_1\mu_2/(4\pi\varepsilon_0 r^3)$.

```lean
/-- For a unit vector `u`, the dimensionless interaction energy of dipoles `p` and `q` separated
along `u`. -/
def coupling (u p q : Fin 3 → ℝ) : ℝ :=
  p ⬝ᵥ q - 3 * (p ⬝ᵥ u) * (q ⬝ᵥ u)
```

In the same units, the field of $q$ at the other dipole is $F_u(q) = 3(q\cdot u)u - q$.

```lean
/-- For a unit vector `u`, the dimensionless electric field of the dipole `q` at a point displaced
from it along `u`. -/
def dipoleField (u q : Fin 3 → ℝ) : Fin 3 → ℝ :=
  fun i => 3 * (q ⬝ᵥ u) * u i - q i
```

For states $s$ with weights $W_s$ and energies $E_s$, the Boltzmann mean energy at inverse temperature $\beta$ is $\langle E\rangle_\beta = \sum_s W_sE_s e^{-\beta E_s}\big/\sum_s W_s e^{-\beta E_s}$.

```lean
/-- The Boltzmann mean energy at inverse temperature `β` of a finite system whose states
have weights `W` and energies `E`. -/
def thermalMean (W E : ι → ℝ) (β : ℝ) : ℝ :=
  (∑ s, W s * E s * Real.exp (-β * E s)) / (∑ s, W s * Real.exp (-β * E s))
```

## (a) The coupling as a dipole in a field

**Task.** Show that the coupling is the energy of $p$ in the field of $q$:
$$c_u(p,q) = -\,p\cdot F_u(q).$$

**Solution.** Expanding the right-hand side gives $-3(q\cdot u)(p\cdot u) + p\cdot q$, which is the coupling. No condition on $u$ is needed. Lean writes the scalar products out in three components and `ring` compares the two polynomials.

```lean
/-- The interaction energy is minus the scalar product of one dipole with the field of
the other. -/
theorem coupling_eq_neg_field (u p q : Fin 3 → ℝ) :
    coupling u p q = -(p ⬝ᵥ dipoleField u q) := by
  simp only [coupling, dipoleField, dotProduct, Fin.sum_univ_three]
  ring
```

## (b) Squared scalar products with a vector

**Task.** For an isotropic family and any vector $x$, show that
$$\sum_a w_a (p_a\cdot x)^2 = \tfrac13\, x\cdot x.$$

**Solution.** Expand the square and exchange the sums:
$$\sum_a w_a (p_a\cdot x)^2 = \sum_{i,j} x_i x_j \sum_a w_a\, p_{a,i}\,p_{a,j} = \sum_{i,j} x_i x_j\,\frac{\delta_{ij}}{3} = \frac{x\cdot x}{3}.$$

The code does the same with the six independent entries of the symmetric tensor. `h00` to `h12` read them off from isotropy, and `e` is the expansion of the square.

```lean
/-- In an isotropic family the weighted sum of the squared scalar products of the dipoles with a
vector `x` is one third of the squared length of `x`. -/
theorem mean_sq_projection {w : ι → ℝ} {p : ι → Fin 3 → ℝ} (h : IsIsotropic w p)
    (x : Fin 3 → ℝ) : ∑ a, w a * (p a ⬝ᵥ x) ^ 2 = (x ⬝ᵥ x) / 3 := by
  have h00 : ∑ a, w a * p a 0 * p a 0 = 1 / 3 := (h 0 0).trans (if_pos rfl)
  have h11 : ∑ a, w a * p a 1 * p a 1 = 1 / 3 := (h 1 1).trans (if_pos rfl)
  have h22 : ∑ a, w a * p a 2 * p a 2 = 1 / 3 := (h 2 2).trans (if_pos rfl)
  have h01 : ∑ a, w a * p a 0 * p a 1 = 0 := (h 0 1).trans (if_neg (by decide))
  have h02 : ∑ a, w a * p a 0 * p a 2 = 0 := (h 0 2).trans (if_neg (by decide))
  have h12 : ∑ a, w a * p a 1 * p a 2 = 0 := (h 1 2).trans (if_neg (by decide))
  -- expand the square into the six independent second moments
  have e : ∑ a, w a * (p a ⬝ᵥ x) ^ 2 =
      x 0 ^ 2 * (∑ a, w a * p a 0 * p a 0) + x 1 ^ 2 * (∑ a, w a * p a 1 * p a 1)
      + x 2 ^ 2 * (∑ a, w a * p a 2 * p a 2)
      + 2 * x 0 * x 1 * (∑ a, w a * p a 0 * p a 1)
      + 2 * x 0 * x 2 * (∑ a, w a * p a 0 * p a 2)
      + 2 * x 1 * x 2 * (∑ a, w a * p a 1 * p a 2) := by
    simp only [Finset.mul_sum, ← Finset.sum_add_distrib]
    refine Finset.sum_congr rfl fun a _ => ?_
    simp only [dotProduct, Fin.sum_univ_three]
    ring
  rw [e, h00, h11, h22, h01, h02, h12]
  simp only [dotProduct, Fin.sum_univ_three]
  ring
```

## (c) Weighted sum of squared lengths

**Task.** For an isotropic family, show that
$$\sum_a w_a\, p_a\cdot p_a = 1.$$

**Solution.** The left side is the trace of the second-moment tensor, $\tfrac13+\tfrac13+\tfrac13$. Lean splits the sum into the three diagonal moments and adds them.

```lean
/-- In an isotropic family the weighted sum of the squared dipole lengths is one. -/
theorem mean_sq_length {w : ι → ℝ} {p : ι → Fin 3 → ℝ} (h : IsIsotropic w p) :
    ∑ a, w a * (p a ⬝ᵥ p a) = 1 := by
  have h00 : ∑ a, w a * p a 0 * p a 0 = 1 / 3 := (h 0 0).trans (if_pos rfl)
  have h11 : ∑ a, w a * p a 1 * p a 1 = 1 / 3 := (h 1 1).trans (if_pos rfl)
  have h22 : ∑ a, w a * p a 2 * p a 2 = 1 / 3 := (h 2 2).trans (if_pos rfl)
  have e : ∑ a, w a * (p a ⬝ᵥ p a) = (∑ a, w a * p a 0 * p a 0)
      + (∑ a, w a * p a 1 * p a 1) + (∑ a, w a * p a 2 * p a 2) := by
    simp only [← Finset.sum_add_distrib]
    refine Finset.sum_congr rfl fun a _ => ?_
    simp only [dotProduct, Fin.sum_univ_three]
    ring
  rw [e, h00, h11, h22]
  norm_num
```

## (d) One dipole held fixed

**Task.** Let $u$ be a unit vector and $q$ a fixed dipole. For an isotropic family $p_a$ with weights $w_a$, show that
$$\sum_a w_a\, c_u(p_a,q)^2 = \tfrac13\left(q\cdot q + 3(q\cdot u)^2\right).$$

**Solution.** By (a), the squared coupling is $(p_a\cdot F_u(q))^2$. By (b) with $x = F_u(q)$, its weighted sum is $F_u(q)\cdot F_u(q)/3$. The squared field is
$$F_u(q)\cdot F_u(q) = q\cdot q - 6(q\cdot u)^2 + 9(q\cdot u)^2\,(u\cdot u),$$
and $u\cdot u = 1$ turns this into $q\cdot q + 3(q\cdot u)^2$. The result still depends on the angle between $q$ and $u$, because the field of a dipole is stronger along its axis than beside it. In the code, `hf` is the displayed identity and `hu` is the unit length of $u$.

```lean
/-- For an isotropic family, a fixed dipole `q` and a unit separation vector `u`, the weighted sum
of the squared couplings with `q` is one third of `q ⬝ᵥ q + 3 * (q ⬝ᵥ u) ^ 2`. -/
theorem mean_sq_fixed_dipole {w : ι → ℝ} {p : ι → Fin 3 → ℝ} (h : IsIsotropic w p)
    {u : Fin 3 → ℝ} (hu : u ⬝ᵥ u = 1) (q : Fin 3 → ℝ) :
    ∑ a, w a * coupling u (p a) q ^ 2 = (q ⬝ᵥ q + 3 * (q ⬝ᵥ u) ^ 2) / 3 := by
  have hf : dipoleField u q ⬝ᵥ dipoleField u q =
      q ⬝ᵥ q - 6 * (q ⬝ᵥ u) ^ 2 + 9 * (q ⬝ᵥ u) ^ 2 * (u ⬝ᵥ u) := by
    simp only [dipoleField, dotProduct, Fin.sum_univ_three]
    ring
  simp only [coupling_eq_neg_field, neg_sq]
  rw [mean_sq_projection h, hf, hu]
  ring
```

## (e) Both dipoles averaged

**Task.** For two isotropic families $(w_a, p_a)$ and $(v_b, q_b)$ and any unit vector $u$, show that
$$\sum_{a,b} w_a v_b\, c_u(p_a,q_b)^2 = \tfrac23.$$

**Solution.** Sum over $a$ first, using (d), then over $b$:
$$\sum_b v_b\,\frac{q_b\cdot q_b + 3(q_b\cdot u)^2}{3} = \frac13\sum_b v_b\,q_b\cdot q_b + \sum_b v_b\,(q_b\cdot u)^2 = \frac13\cdot 1 + \frac13 .$$
The first sum is (c), and the second is (b) with $x=u$.

In `keesom_average`, `Finset.sum_comm` moves the sum over $b$ to the outside, and the `calc` chain follows the lines above. The vector `u` is arbitrary apart from `hu`, which is how the theorem expresses independence of direction. The sum is a mean in the usual sense when each family has nonnegative weights with total 1.

```lean
/-- Keesom average: for two isotropic families of dipoles the weighted sum of the squared
dipole-dipole couplings is `2/3` for every unit separation vector `u`. -/
theorem keesom_average {w : ι → ℝ} {v : κ → ℝ} {p : ι → Fin 3 → ℝ} {q : κ → Fin 3 → ℝ}
    (hp : IsIsotropic w p) (hq : IsIsotropic v q) {u : Fin 3 → ℝ} (hu : u ⬝ᵥ u = 1) :
    ∑ a, ∑ b, w a * v b * coupling u (p a) (q b) ^ 2 = 2 / 3 := by
  rw [Finset.sum_comm]
  calc ∑ b, ∑ a, w a * v b * coupling u (p a) (q b) ^ 2
      = ∑ b, v b * ((q b ⬝ᵥ q b + 3 * (q b ⬝ᵥ u) ^ 2) / 3) := by
        -- weighted sum over the first dipole with the second held fixed
        refine Finset.sum_congr rfl fun b _ => ?_
        rw [← mean_sq_fixed_dipole hp hu (q b), Finset.mul_sum]
        exact Finset.sum_congr rfl fun a _ => by ring
    _ = 1 / 3 * (∑ b, v b * (q b ⬝ᵥ q b)) + ∑ b, v b * (q b ⬝ᵥ u) ^ 2 := by
        rw [Finset.mul_sum, ← Finset.sum_add_distrib]
        exact Finset.sum_congr rfl fun b _ => by ring
    _ = 2 / 3 := by
        rw [mean_sq_length hq, mean_sq_projection hq, hu]
        norm_num
```

## (f) Mean energy near infinite temperature

**Task.** For a finite system with $\sum_s W_s = 1$, show that
$$\frac{d\langle E\rangle_\beta}{d\beta}\bigg|_{\beta=0} = -\left(\sum_s W_sE_s^2 - \Big(\sum_s W_sE_s\Big)^2\right).$$

**Solution.** Let $N(\beta)$ be the numerator and $Z(\beta)$ the denominator of the mean energy. At $\beta = 0$,
$$N=\sum_s W_sE_s,\quad N'=-\sum_s W_sE_s^2,\quad Z=1,\quad Z'=-\sum_s W_sE_s .$$
The quotient rule $(N'Z-NZ')/Z^2$ gives the claim.

`HasDerivAt f d 0` says that `f` is differentiable at 0 with derivative `d`. The steps `hE`, `hN` and `hZ` differentiate one Boltzmann factor, the numerator and the denominator. `hZ0` shows that the denominator is nonzero at $\beta=0$.

```lean
/-- For weights with total 1, the derivative of the Boltzmann mean energy with respect to `β` at `β
= 0` is minus the variance of the energy. -/
theorem thermalMean_hasDerivAt (W E : ι → ℝ) (hW : ∑ s, W s = 1) :
    HasDerivAt (thermalMean W E)
      (-(∑ s, W s * E s ^ 2 - (∑ s, W s * E s) ^ 2)) 0 := by
  have hE : ∀ s, HasDerivAt (fun β : ℝ => Real.exp (-β * E s)) (-E s) 0 := by
    intro s
    have h1 : HasDerivAt (fun β : ℝ => -β * E s) (-E s) 0 := by
      simpa using (hasDerivAt_id' (0 : ℝ)).fun_neg.mul_const (E s)
    simpa using h1.exp
  have hN : HasDerivAt (fun β : ℝ => ∑ s, W s * E s * Real.exp (-β * E s))
      (∑ s, W s * E s * (-E s)) 0 :=
    HasDerivAt.fun_sum fun s _ => (hE s).const_mul (W s * E s)
  have hZ : HasDerivAt (fun β : ℝ => ∑ s, W s * Real.exp (-β * E s))
      (∑ s, W s * (-E s)) 0 :=
    HasDerivAt.fun_sum fun s _ => (hE s).const_mul (W s)
  have hZ0 : ∑ s, W s * Real.exp (-(0 : ℝ) * E s) ≠ 0 := by simp [hW]
  have e1 : ∑ s, W s * E s * (-E s) = -∑ s, W s * E s ^ 2 := by
    rw [← Finset.sum_neg_distrib]
    exact Finset.sum_congr rfl fun s _ => by ring
  have e2 : ∑ s, W s * (-E s) = -∑ s, W s * E s := by
    rw [← Finset.sum_neg_distrib]
    exact Finset.sum_congr rfl fun s _ => by ring
  -- quotient rule for the mean energy
  refine (hN.fun_div hZ hZ0).congr_deriv ?_
  rw [e1, e2]
  simp only [neg_zero, zero_mul, Real.exp_zero, mul_one, hW]
  ring
```

## (g) The Keesom coefficient

**Task.** Let both isotropic families consist of unit dipoles, let $\sum_a w_a p_a = 0$, and let the pair $(a,b)$ have weight $w_av_b$ and energy $k\,c_u(p_a,q_b)$. Show that
$$\frac{d\langle E\rangle_\beta}{d\beta}\bigg|_{\beta=0} = -\tfrac23\,k^2.$$

**Solution.** For unit dipoles, (c) reads $\sum_a w_a = 1$ and $\sum_b v_b = 1$, so the pair weights also add up to 1 and (f) applies. By (a), the mean energy at $\beta=0$ is
$$-k\sum_b v_b\,\Big(\sum_a w_a p_a\Big)\cdot F_u(q_b) = 0,$$
and by (e) the mean square energy is $\tfrac23k^2$. The variance is therefore $\tfrac23 k^2$.

States are pairs in `ι × κ`. The steps `hW`, `hM` and `hS` supply the total weight, the vanishing mean and the mean square. The hypothesis `hp0` stands for a first family without net polarisation; the second may be polarised.

```lean
/-- For isotropic families of unit dipoles, the first with zero mean dipole, a unit separation
vector `u`, and pair energy `k` times the coupling, the Boltzmann mean energy has `β`-derivative
`-(2/3) k ^ 2` at `β = 0`. -/
theorem keesom_energy {w : ι → ℝ} {v : κ → ℝ} {p : ι → Fin 3 → ℝ} {q : κ → Fin 3 → ℝ}
    (hp : IsIsotropic w p) (hq : IsIsotropic v q)
    (hp1 : ∀ a, p a ⬝ᵥ p a = 1) (hq1 : ∀ b, q b ⬝ᵥ q b = 1)
    (hp0 : ∀ i, ∑ a, w a * p a i = 0) {u : Fin 3 → ℝ} (hu : u ⬝ᵥ u = 1) (k : ℝ) :
    HasDerivAt (thermalMean (fun s : ι × κ => w s.1 * v s.2)
      (fun s => k * coupling u (p s.1) (q s.2))) (-(2 / 3) * k ^ 2) 0 := by
  have hw : ∑ a, w a = 1 := by
    have h := mean_sq_length hp
    simpa only [hp1, mul_one] using h
  have hv : ∑ b, v b = 1 := by
    have h := mean_sq_length hq
    simpa only [hq1, mul_one] using h
  have hW : ∑ s : ι × κ, w s.1 * v s.2 = 1 := by
    simp only [Fintype.sum_prod_type, ← Finset.mul_sum, hv, mul_one, hw]
  -- the mean energy vanishes because the first family has no net dipole
  have hM : ∑ s : ι × κ, w s.1 * v s.2 * (k * coupling u (p s.1) (q s.2)) = 0 := by
    rw [Fintype.sum_prod_type_right]
    refine Finset.sum_eq_zero fun b _ => ?_
    have e : ∑ a, w a * v b * (k * coupling u (p a) (q b)) =
        -(v b * k * dipoleField u (q b) 0) * (∑ a, w a * p a 0)
        + -(v b * k * dipoleField u (q b) 1) * (∑ a, w a * p a 1)
        + -(v b * k * dipoleField u (q b) 2) * (∑ a, w a * p a 2) := by
      simp only [Finset.mul_sum, ← Finset.sum_add_distrib]
      refine Finset.sum_congr rfl fun a _ => ?_
      rw [coupling_eq_neg_field]
      simp only [dotProduct, Fin.sum_univ_three]
      ring
    refine e.trans ?_
    rw [hp0 0, hp0 1, hp0 2]
    ring
  have hS : ∑ s : ι × κ, w s.1 * v s.2 * (k * coupling u (p s.1) (q s.2)) ^ 2
      = k ^ 2 * (2 / 3) := by
    rw [← keesom_average hp hq hu]
    simp only [Fintype.sum_prod_type, Finset.mul_sum]
    exact Finset.sum_congr rfl fun a _ => Finset.sum_congr rfl fun b _ => by ring
  have h := thermalMean_hasDerivAt (fun s : ι × κ => w s.1 * v s.2)
    (fun s => k * coupling u (p s.1) (q s.2)) hW
  refine h.congr_deriv ?_
  rw [hM, hS]
  ring
```

To leading order in $\beta$, the mean energy is thus $-\tfrac23\beta k^2$, the attractive $r^{-6}/T$ term familiar from polar molecules, here for one isolated pair of classical point dipoles at fixed separation with finitely many orientations. The usual Keesom treatment integrates over continuous orientations. The theorem concerns finite sums and the slope at $\beta=0$, and gives no error bound at finite temperature.

The condition of zero mean dipole matters. Take the three axis dipoles of the opening for both families, each with weight $1/3$. They are isotropic and have unit length, but their mean is $(1,1,1)/3$. For $u=(1,1,1)/\sqrt3$ the mean coupling is $-\tfrac23$ and the mean square is $\tfrac23$, so the slope is $-(\tfrac23-\tfrac49)k^2=-\tfrac29k^2$. For $u=e_2$ the mean coupling vanishes and the slope is $-\tfrac23k^2$. The direction has come back through the mean energy.

## (h) Six orientations that suffice

**Task.** Give the six dipoles $\pm e_0,\pm e_1,\pm e_2$ the weight $1/6$ each. With $o_a$ for the dipoles, show that
$$\sum_a \tfrac16\, o_{a,i}\,o_{a,j} = \tfrac13\delta_{ij},\qquad o_a\cdot o_a = 1,\qquad \sum_a \tfrac16\, o_a = 0.$$

**Solution.** For $i=j$, exactly two dipoles contribute, giving $2/6$. For $i\neq j$, every product vanishes, because each dipole has only one nonzero component. The lengths are evident, and opposite dipoles cancel in the mean.

```lean
/-- The six unit dipoles pointing along the positive and negative coordinate axes. -/
def octahedron : Fin 6 → Fin 3 → ℝ :=
  ![![1, 0, 0], ![-1, 0, 0], ![0, 1, 0], ![0, -1, 0], ![0, 0, 1], ![0, 0, -1]]
```

The proof runs through all components and all six dipoles with `fin_cases` and evaluates the sums. Used for both families in (g), this set yields the coefficient for a single pair at fixed separation from 36 orientation pairs.

```lean
/-- The six axis dipoles with equal weights `1/6` are isotropic, have unit length and have
zero mean dipole. -/
theorem octahedron_witness :
    IsIsotropic (fun _ => 1 / 6) octahedron ∧ (∀ a, octahedron a ⬝ᵥ octahedron a = 1) ∧
      ∀ i, ∑ a, (1 / 6 : ℝ) * octahedron a i = 0 := by
  have h0 : octahedron 0 = ![1, 0, 0] := rfl
  have h1 : octahedron 1 = ![-1, 0, 0] := rfl
  have h2 : octahedron 2 = ![0, 1, 0] := rfl
  have h3 : octahedron 3 = ![0, -1, 0] := rfl
  have h4 : octahedron 4 = ![0, 0, 1] := rfl
  have h5 : octahedron 5 = ![0, 0, -1] := rfl
  refine ⟨?_, ?_, ?_⟩
  · intro i j
    fin_cases i <;> fin_cases j <;>
      simp [Fin.sum_univ_six, h0, h1, h2, h3, h4, h5] <;> norm_num
  · intro a
    fin_cases a <;>
      simp [dotProduct, Fin.sum_univ_three, h0, h1, h2, h3, h4, h5]
  · intro i
    fin_cases i <;>
      simp [Fin.sum_univ_six, h0, h1, h2, h3, h4, h5]

end

end KeesomAverage
```

```lean
#print axioms KeesomAverage.keesom_average
#print axioms KeesomAverage.keesom_energy
```

```
'KeesomAverage.keesom_average' depends on axioms: [propext, Classical.choice, Quot.sound]
'KeesomAverage.keesom_energy' depends on axioms: [propext, Classical.choice, Quot.sound]
```
